# Korringa's law: with constant matrix element and density of states, the nuclear relaxation rate is proportional to temperature

Let $f(E) = 1/(1+e^{\beta E})$ be the Fermi function at inverse temperature $\beta > 0$, with the energy $E$ measured from the chemical potential. The product $f(1-f)$ is integrable over the real line, and

$$\int_{-\infty}^{\infty} f(E)\,\bigl(1-f(E)\bigr)\,dE = \frac{1}{\beta}.$$

This integral enters the golden-rule rate at which non-interacting conduction electrons flip a nuclear spin, when the nuclear Zeeman energy is neglected. Since $1/\beta = k_B T$, that rate is exactly linear in the temperature $T$ for constant matrix element and constant density of states. If both depend on energy, are measurable and continuous at the Fermi level, and the product of their squares is bounded, the rate divided by $T$ still tends to a constant as $T \to 0^+$.

## Electrons that flip a nuclear spin

In a metal, a nuclear spin can flip by scattering a conduction electron through the hyperfine coupling. The electron leaves an occupied state $k$ and enters an empty state $k'$. The nuclear Zeeman energy is neglected, so the two electron energies are equal. With $\hbar = 1$ and non-interacting electrons, the golden rule gives the rate

$$2\pi \sum_{k,k'} |M_{kk'}|^2\, f(E_k)\,\bigl(1-f(E_{k'})\bigr)\,\delta(E_k - E_{k'}).$$

Let $\rho(E)$ be the density of states for one spin direction, assumed to be the same for both directions, and let $|M(E)|^2$ be the average of $|M_{kk'}|^2$ over pairs of states at energy $E$. The sums become integrals, the delta function removes one of them, and the rate is

$$R(T) = 2\pi \int |M(E)|^2 \rho(E)^2\, w_\beta(E)\, dE, \qquad w_\beta = f(1-f), \qquad \beta = \frac{1}{k_B T}.$$

The thermal window $w_\beta$ expresses the Pauli principle: an electron needs an occupied state to leave and an empty one to enter, and the probability of having both is exponentially small at energies many $k_B T$ away from the chemical potential. Numerical factors that relate $R$ to a measured $1/T_1$ can be absorbed in $M$.

## The rate and its two laws as Lean statements

The Lean file starts from the last formula; the golden rule is taken as the definition of the rate and is not derived. The functions $f$ and $w_\beta$ are `fermi β` and `thermalWindow β`, and $R(T)$ is `korringaRate kB M ρ T`. The matrix element is a function `M : ℝ → ℂ` and the density of states a function `ρ : ℝ → ℝ`. Only $\rho^2$ enters, so no sign condition on $\rho$ is needed. The constant `kB` converts temperature into energy and may be any positive real number, which leaves the choice of units open.

The integral of the window is covered by `integrable_thermalWindow`, which gives convergence, and `integral_thermalWindow`, which gives the value. Both assume `0 < β`.

The theorem `korringa_law` takes a complex number $M$ and a real number $\rho$, turns them into constant functions, and states for every $T > 0$ that

$$R(T) = \bigl(2\pi |M|^2 \rho^2 k_B\bigr)\, T.$$

The theorem `korringa_law_low_temperature` treats energy-dependent $M$ and $\rho$. It assumes that both are measurable, that both are continuous at $E = 0$, and that $|M(E)|^2\rho(E)^2 \le C$ for all $E$ with some constant $C$. It concludes that

$$\frac{R(T)}{T} \to 2\pi |M(0)|^2 \rho(0)^2 k_B \qquad (T \to 0^+),$$

where `𝓝[>] 0` expresses that $T$ approaches zero from above.

The bound $C$ means that no energy range scatters with unlimited strength. It excludes a divergent van Hove singularity, even far from the Fermi level, unless $M$ compensates it. A free-electron band in three dimensions, where $\rho^2$ grows linearly with energy, needs a cutoff or a decaying $M$ to satisfy it.

The functions $M$ and $\rho$ do not change with $T$, so the drift of the chemical potential through the band is neglected. The neglect of the Zeeman energy also limits how the low-temperature law is to be read: physically, $k_B T$ should be small compared with the energy scale on which $M$ and $\rho$ vary, but large compared with the nuclear Zeeman energy.

Korringa's name is also attached to a relation between the relaxation rate and the Knight shift. The theorems here concern the temperature dependence alone. For non-interacting electrons, they imply that an electronic-structure calculation needs only the hyperfine matrix element and the density of states at the Fermi level to obtain the low-temperature slope.

## The area under the thermal window

Since $1 - f = e^{\beta E}/(1+e^{\beta E})$, the window is

$$w_\beta(E) = \frac{e^{\beta E}}{(1+e^{\beta E})^2} = \frac{1}{e^{y} + e^{-y} + 2}, \qquad y = \beta E.$$

It is positive. For $y \ge 0$ we have $e^y \ge 1 + y + y^2/2$, hence $2e^y \ge 1 + y^2$; for $y \le 0$ the same holds with $e^{-y}$. In both cases $1 + y^2 \le 2(e^y + e^{-y} + 2)$, so

$$0 \le w_\beta(E) \le \frac{2}{1+(\beta E)^2}.$$

The right-hand side is a Lorentzian with finite area when $\beta > 0$, and the continuous function $w_\beta$ is therefore integrable.

Differentiating the Fermi function gives

$$f'(E) = -\frac{\beta e^{\beta E}}{(1+e^{\beta E})^2} = -\beta\, w_\beta(E).$$

For $\beta > 0$, $f \to 1$ as $E \to -\infty$ and $f \to 0$ as $E \to +\infty$. The fundamental theorem of calculus on the whole line yields

$$-\beta \int w_\beta(E)\, dE = 0 - 1,$$

so the area is $1/\beta$. With constant $M$ and $\rho$, the factor $|M|^2\rho^2$ comes out of the integral, and

$$R(T) = 2\pi |M|^2 \rho^2 \cdot \frac{1}{\beta} = 2\pi |M|^2\rho^2 k_B T.$$

## Energy in units of $k_B T$

For energy-dependent $M$ and $\rho$, substitute $E = k_B T x$. Then $\beta E = x$, the window becomes $w_1(x)$, and $dE = k_B T\, dx$:

$$\frac{R(T)}{T} = 2\pi k_B \int |M(k_B T x)|^2 \rho(k_B T x)^2\, w_1(x)\, dx.$$

At fixed $x$, the argument $k_B T x$ tends to $0$ as $T \to 0^+$. By continuity at the Fermi level, the integrand tends to $|M(0)|^2\rho(0)^2 w_1(x)$. For every $T$ it is nonnegative and at most $C\,w_1(x)$, which is integrable. Dominated convergence allows the limit to be taken inside the integral, and $\int w_1(x)\,dx = 1$ gives the stated constant.

## A band edge and a gap at the Fermi level

Continuity at the Fermi level is needed. Take $M = 1$, with $\rho(E) = 1$ for $E > 0$ and $\rho(E) = 0$ for $E \le 0$, a band edge exactly at the chemical potential. These functions are measurable and bounded. Because $w_\beta$ is even, half of its area counts, and $R(T)/T = \pi k_B$ at every $T > 0$. The formula with $\rho(0) = 0$ would predict $0$. Setting $\rho(0) = 1$ does not help, since the prediction is then $2\pi k_B$.

The limiting case $\rho(0) = 0$ with $\rho$ continuous there is allowed. The theorem then says that $R(T)/T \to 0$: the rate vanishes faster than linearly. This includes a gap around the chemical potential.

## The complete Lean file

```lean
import Mathlib

open MeasureTheory Filter Topology

namespace KorringaRelaxation

noncomputable section

/-- The Fermi function at inverse temperature `β`, with the energy `E` measured from the
chemical potential. -/
def fermi (β E : ℝ) : ℝ := 1 / (1 + Real.exp (β * E))

/-- The thermal window `f (1 - f)`: the probability that a level at energy `E` is occupied
times the probability that a level at the same energy is empty. -/
def thermalWindow (β E : ℝ) : ℝ := fermi β E * (1 - fermi β E)

/-- The golden-rule nuclear relaxation rate in units with `ħ = 1`, for matrix element `M E`,
density of states `ρ E` and negligible nuclear Zeeman energy. The domain is `kB * T > 0`. -/
def korringaRate (kB : ℝ) (M : ℝ → ℂ) (ρ : ℝ → ℝ) (T : ℝ) : ℝ :=
  2 * Real.pi * ∫ E, ‖M E‖ ^ 2 * ρ E ^ 2 * thermalWindow (1 / (kB * T)) E

/-- The thermal window written with Boltzmann factors. -/
theorem thermalWindow_eq (β E : ℝ) :
    thermalWindow β E = Real.exp (β * E) / (1 + Real.exp (β * E)) ^ 2 := by
  have hne : 1 + Real.exp (β * E) ≠ 0 := by positivity
  -- the probability that the level is empty
  have h : 1 - 1 / (1 + Real.exp (β * E)) = Real.exp (β * E) / (1 + Real.exp (β * E)) := by
    rw [eq_div_iff hne, sub_mul, div_mul_cancel₀ _ hne]
    ring
  unfold thermalWindow fermi
  rw [h, div_mul_div_comm, one_mul, sq]

/-- The thermal window is nonnegative and lies below a Lorentzian in `β E`. -/
theorem thermalWindow_bounds (β E : ℝ) :
    0 ≤ thermalWindow β E ∧ thermalWindow β E ≤ 2 * (1 + (β * E) ^ 2)⁻¹ := by
  rw [thermalWindow_eq]
  refine ⟨by positivity, ?_⟩
  generalize β * E = y
  have ha := Real.exp_pos y
  have hb := Real.exp_pos (-y)
  have hab : Real.exp y * Real.exp (-y) = 1 := by
    rw [← Real.exp_add, add_neg_cancel, Real.exp_zero]
  -- one of the two exponentials dominates the parabola
  have hs : 1 + y ^ 2 ≤ 2 * (Real.exp y + Real.exp (-y) + 2) := by
    rcases le_total 0 y with h | h
    · have := Real.quadratic_le_exp_of_nonneg h
      nlinarith
    · have := Real.quadratic_le_exp_of_nonneg (neg_nonneg.2 h)
      nlinarith
  rw [← div_eq_mul_inv, div_le_div_iff₀ (by positivity) (by positivity)]
  calc Real.exp y * (1 + y ^ 2)
      ≤ Real.exp y * (2 * (Real.exp y + Real.exp (-y) + 2)) :=
        mul_le_mul_of_nonneg_left hs ha.le
    _ = 2 * (1 + Real.exp y) ^ 2 := by linear_combination 2 * hab

/-- The slope of the Fermi function is `-β` times the thermal window. -/
theorem hasDerivAt_fermi (β E : ℝ) :
    HasDerivAt (fermi β) (-β * thermalWindow β E) E := by
  have h1 : HasDerivAt (fun x => 1 + Real.exp (β * x)) (Real.exp (β * E) * β) E :=
    ((((hasDerivAt_id E).const_mul β).exp).const_add 1).congr_deriv (by simp)
  have hne : 1 + Real.exp (β * E) ≠ 0 := by positivity
  have h2 := (hasDerivAt_const E (1 : ℝ)).fun_div h1 hne
  refine h2.congr_deriv ?_
  rw [thermalWindow_eq]
  ring

/-- At positive temperature, levels far below the chemical potential are full and levels
far above it are empty. -/
theorem fermi_limits {β : ℝ} (hβ : 0 < β) :
    Tendsto (fermi β) atBot (𝓝 1) ∧ Tendsto (fermi β) atTop (𝓝 0) := by
  constructor
  · have h : Tendsto (fun E => Real.exp (β * E)) atBot (𝓝 0) :=
      Real.tendsto_exp_atBot.comp (tendsto_id.const_mul_atBot hβ)
    have h2 := (h.const_add 1).inv₀ (by norm_num : (1 : ℝ) + 0 ≠ 0)
    have h3 := h2.congr (f₂ := fermi β) (fun E => by simp [fermi])
    simpa using h3
  · have h : Tendsto (fun E => 1 + Real.exp (β * E)) atTop atTop :=
      tendsto_atTop_add_const_left _ 1
        (Real.tendsto_exp_atTop.comp (tendsto_id.const_mul_atTop hβ))
    exact (tendsto_inv_atTop_zero.comp h).congr (fun E => by simp [fermi])

/-- At positive temperature the thermal window is integrable over all energies. -/
theorem integrable_thermalWindow {β : ℝ} (hβ : 0 < β) : Integrable (thermalWindow β) := by
  have hc : Continuous (thermalWindow β) := by
    rw [funext (thermalWindow_eq β)]
    exact Continuous.div (by fun_prop) (by fun_prop) (fun E => by positivity)
  -- comparison with the Lorentzian
  refine ((integrable_inv_one_add_sq.comp_mul_left' hβ.ne').const_mul 2).mono'
    hc.aestronglyMeasurable (ae_of_all _ fun E => ?_)
  exact (Real.norm_of_nonneg (thermalWindow_bounds β E).1).trans_le (thermalWindow_bounds β E).2

/-- At positive temperature the area under the thermal window is `1 / β`. -/
theorem integral_thermalWindow {β : ℝ} (hβ : 0 < β) : ∫ E, thermalWindow β E = 1 / β := by
  -- the window is a total derivative, so only the occupations at both ends count
  have h := integral_of_hasDerivAt_of_tendsto (hasDerivAt_fermi β)
    ((integrable_thermalWindow hβ).const_mul (-β)) (fermi_limits hβ).1 (fermi_limits hβ).2
  rw [integral_const_mul] at h
  rw [eq_div_iff hβ.ne']
  linarith

/-- **Korringa law.** For constant matrix element and constant density of states, the nuclear
relaxation rate at temperature `T > 0` is proportional to `T`. -/
theorem korringa_law {kB T : ℝ} (hk : 0 < kB) (hT : 0 < T) (M : ℂ) (ρ : ℝ) :
    korringaRate kB (fun _ => M) (fun _ => ρ) T
      = (2 * Real.pi * ‖M‖ ^ 2 * ρ ^ 2 * kB) * T := by
  simp only [korringaRate]
  rw [integral_const_mul, integral_thermalWindow (by positivity), one_div_one_div]
  ring

/-- Measuring energy in units of `kB T` takes the temperature out of the thermal window and puts it
into the matrix element, the density of states and a prefactor `kB T`. Both `kB` and `T` are
positive. -/
theorem korringaRate_scaling {kB T : ℝ} (hk : 0 < kB) (hT : 0 < T) (M : ℝ → ℂ) (ρ : ℝ → ℝ) :
    korringaRate kB M ρ T = 2 * Real.pi * (kB * T *
      ∫ x, ‖M (kB * T * x)‖ ^ 2 * ρ (kB * T * x) ^ 2 * thermalWindow 1 x) := by
  have hkT : 0 < kB * T := mul_pos hk hT
  have hw : ∀ x, thermalWindow (1 / (kB * T)) (kB * T * x) = thermalWindow 1 x := by
    intro x
    have hx : 1 / (kB * T) * (kB * T * x) = 1 * x := by field_simp
    simp only [thermalWindow, fermi, hx]
  have h := Measure.integral_comp_mul_left
    (fun E => ‖M E‖ ^ 2 * ρ E ^ 2 * thermalWindow (1 / (kB * T)) E) (kB * T)
  simp only [hw] at h
  rw [abs_of_pos (inv_pos.2 hkT), smul_eq_mul] at h
  rw [h, mul_inv_cancel_left₀ hkT.ne', korringaRate]

/-- **Low-temperature Korringa law.** Let the matrix element and the density of states be measurable
and continuous at the Fermi level, with `|M|² ρ²` bounded. Then the rate divided by `T` tends, as
`T → 0⁺`, to `2π |M(0)|² ρ(0)² kB`, with both functions taken at the Fermi level. -/
theorem korringa_law_low_temperature {kB C : ℝ} (hk : 0 < kB) {M : ℝ → ℂ} {ρ : ℝ → ℝ}
    (hM : Measurable M) (hρ : Measurable ρ) (hM0 : ContinuousAt M 0) (hρ0 : ContinuousAt ρ 0)
    (hC : ∀ E, ‖M E‖ ^ 2 * ρ E ^ 2 ≤ C) :
    Tendsto (fun T => korringaRate kB M ρ T / T) (𝓝[>] 0)
      (𝓝 (2 * Real.pi * ‖M 0‖ ^ 2 * ρ 0 ^ 2 * kB)) := by
  have hi := integrable_thermalWindow one_pos
  -- dominated convergence in the rescaled energy
  have hlim : Tendsto (fun T : ℝ =>
      ∫ x, ‖M (kB * T * x)‖ ^ 2 * ρ (kB * T * x) ^ 2 * thermalWindow 1 x) (𝓝[>] 0)
      (𝓝 (∫ x, ‖M 0‖ ^ 2 * ρ 0 ^ 2 * thermalWindow 1 x)) := by
    refine tendsto_integral_filter_of_dominated_convergence (fun x => C * thermalWindow 1 x)
      (Eventually.of_forall fun T => ?_)
      (Eventually.of_forall fun T => ae_of_all _ fun x => ?_)
      (hi.const_mul C) (ae_of_all _ fun x => ?_)
    · exact (((hM.comp (measurable_const_mul (kB * T))).norm.pow_const 2).mul
        ((hρ.comp (measurable_const_mul (kB * T))).pow_const 2)).aestronglyMeasurable.mul
        hi.aestronglyMeasurable
    · have hp : 0 ≤ ‖M (kB * T * x)‖ ^ 2 * ρ (kB * T * x) ^ 2 := by positivity
      have hw := (thermalWindow_bounds 1 x).1
      exact (Real.norm_of_nonneg (mul_nonneg hp hw)).trans_le
        (mul_le_mul_of_nonneg_right (hC _) hw)
    · have hc : Continuous (fun T : ℝ => kB * T * x) := by fun_prop
      have h0 := hc.tendsto 0
      simp only [mul_zero, zero_mul] at h0
      have ht := h0.mono_left (nhdsWithin_le_nhds (s := Set.Ioi 0))
      exact (((hM0.tendsto.comp ht).norm.pow 2).mul
        ((hρ0.tendsto.comp ht).pow 2)).mul_const _
  rw [integral_const_mul, integral_thermalWindow one_pos] at hlim
  have h2 := hlim.const_mul (2 * Real.pi * kB)
  have h3 : 2 * Real.pi * kB * (‖M 0‖ ^ 2 * ρ 0 ^ 2 * (1 / 1))
      = 2 * Real.pi * ‖M 0‖ ^ 2 * ρ 0 ^ 2 * kB := by ring
  rw [h3] at h2
  refine h2.congr' ?_
  filter_upwards [self_mem_nhdsWithin] with T hT
  have hT' : 0 < T := hT
  rw [korringaRate_scaling hk hT', eq_div_iff hT'.ne']
  ring

end

end KorringaRelaxation
```

```lean
#print axioms KorringaRelaxation.korringa_law
-- 'KorringaRelaxation.korringa_law' depends on axioms: [propext, Classical.choice, Quot.sound]
#print axioms KorringaRelaxation.korringa_law_low_temperature
-- 'KorringaRelaxation.korringa_law_low_temperature' depends on axioms: [propext, Classical.choice, Quot.sound]
```

## From the Lorentzian bound to the integral in Lean

The lemma `thermalWindow_eq` writes the window with Boltzmann factors. In `thermalWindow_bounds`, the step `generalize β * E = y` introduces the variable $y$ used above. The case split on the sign of $y$ and `Real.quadratic_le_exp_of_nonneg` supply the quadratic lower bound on the exponential, and `nlinarith` turns it into `hs`, the inequality for $1+y^2$. The closing `calc` multiplies by $e^y$ and uses $e^y e^{-y} = 1$ to recover the square $(1+e^y)^2$.

The lemma `hasDerivAt_fermi` is the quotient rule, with the result rewritten as $-\beta w_\beta$. The two occupation limits are in `fermi_limits`; this is where the sign of $\beta$ decides which end of the energy axis is full.

For `integrable_thermalWindow`, Mathlib's integrability of $1/(1+x^2)$ is rescaled by $\beta$ and doubled, and `mono'` carries out the comparison. The theorem `integral_thermalWindow` then passes the derivative, the integrability and the two limits to `integral_of_hasDerivAt_of_tendsto`. The result is the equation $-\beta\int w_\beta = 0 - 1$, which is solved for the integral.

## From the integral to the relaxation rate in Lean

The proof of `korringa_law` follows the derivation directly: `integral_const_mul` takes out the constant factor, `integral_thermalWindow` inserts the area, and `ring` rearranges the product.

The substitution $E = k_B T x$ is `korringaRate_scaling`. Its local statement `hw` says that the window in the new variable no longer contains the temperature, and `Measure.integral_comp_mul_left` provides the Jacobian.

In `korringa_law_low_temperature`, the intermediate statement `hlim` is the limit of the rescaled integral. The dominated convergence theorem receives the majorant `C * thermalWindow 1 x` and leaves three conditions to prove:

- The integrand is measurable, which follows from `hM` and `hρ`.
- Its absolute value lies below the majorant, which follows from `hC` and the nonnegativity of the window.
- It converges at each fixed $x$, which follows from `hM0` and `hρ0` composed with $k_B T x \to 0$.

The area $\int w_1 = 1$ is then inserted and the limit multiplied by $2\pi k_B$. The last step, `congr'`, replaces the rescaled expression by $R(T)/T$. The two agree for $T > 0$ by `korringaRate_scaling`, and a limit from above involves only those temperatures.
